# With nearest-neighbour overlaps of 1/2 and no others, the overlap matrix of a ring of N ≥ 3 normalised functions is positive definite for odd N and singular for even N

Let $\varphi_0,\dots,\varphi_{N-1}$ be real normalised functions placed on a ring, with $N\ge 3$ and the labels read modulo $N$. Each function overlaps with its two neighbours by $s$ and is orthogonal to all the others, so the overlap matrix $S$ has $1$ on the diagonal, $s$ between neighbours and $0$ elsewhere.

At $s=1/2$ the parity of the ring seems to decide everything. For odd $N$ the functions should be linearly independent. For even $N$ the combination with coefficients $1,-1,1,-1,\dots$ should vanish, and it should be the only dependence up to a factor. I can see this from the signs in small rings, but I would like a rigorous argument for every $N\ge 3$, and a version checked by machine. Can both be had?

## Yes: the alternating sign pattern closes only on an even ring

Write a combination as $\sum_i x_i\varphi_i$ with real coefficients $x_i$. Its squared norm is $x\cdot Sx=\sum_{ij}x_iS_{ij}x_j$. The functions are linearly independent exactly when this is positive for every $x\neq 0$, that is, when $S$ is positive definite. The derivation keeps $s$ general for as long as possible, which also shows how the dependence is approached.

### The squared norm as a sum over neighbouring pairs

Since $N\ge 3$, the sites $i$, $i+1$ and $i-1$ are all different, and row $i$ of $S$ gives

$$(Sx)_i = x_i + s\,(x_{i+1}+x_{i-1}).$$

Multiply by $x_i$ and sum over the ring:

$$x\cdot Sx=\sum_i x_i^2+s\sum_i x_ix_{i+1}+s\sum_i x_ix_{i-1}.$$

Shifting the summation label by one site turns the last sum into the one before it, so

$$x\cdot Sx=\sum_i x_i^2+2s\sum_i x_ix_{i+1}.$$

The same shift gives $\sum_i x_{i+1}^2=\sum_i x_i^2$, and therefore

$$\sum_i (x_i+x_{i+1})^2=2\sum_i x_i^2+2\sum_i x_ix_{i+1}.$$

Eliminating the product sum between the last two equations yields

$$x\cdot Sx=(1-2s)\sum_i x_i^2+s\sum_i(x_i+x_{i+1})^2 .$$

For $0\le s<1/2$ the first term is positive whenever $x\ne0$ and the second is not negative. The matrix is then positive definite for either parity.

### Following the sign once round the ring

At $s=1/2$ the first term disappears:

$$x\cdot Sx=\tfrac12\sum_i(x_i+x_{i+1})^2\ \ge 0 .$$

This is zero only if every pair sum vanishes, so $x_{i+1}=-x_i$ for all $i$. Starting from site $0$ and taking $n$ steps, one finds $x_n=(-1)^n x_0$. After $N$ steps one is back at site $0$, which requires

$$x_0=(-1)^N x_0 .$$

**Odd $N$.** The condition reads $x_0=-x_0$, so $x_0=0$ and all other coefficients vanish with it. Every $x\ne0$ therefore has a positive squared norm, and $S$ is positive definite.

**Even $N$.** The condition holds for any $x_0$. Let $a_i=(-1)^i$ for $i=0,\dots,N-1$. If $Sx=0$, then $x\cdot Sx=0$, and the argument above gives $x=x_0\,a$. Conversely, on an even ring $a_{i+1}=a_{i-1}=-a_i$ at every site, including across the join between $N-1$ and $0$, so

$$Sa=(1-2s)\,a .$$

At $s=1/2$ this is zero. The kernel is thus exactly the set of multiples of $a$, and because $a\neq0$ the determinant vanishes.

The vector $a$ has length $\sqrt N$. With the normalised coefficients $a_i/\sqrt N$, the alternating combination has squared norm $1-2s$, which falls to zero as $s$ rises to $1/2$.

In this one-parameter model of a finite ring, symmetric orthogonalisation with $S^{-1/2}$ is therefore possible at $s=1/2$ for odd $N$ and impossible for even $N$, where $S$ has no inverse. On the even ring, leaving out any one of the functions makes the remaining ones linearly independent, because every coefficient of $a$ is nonzero.

### The Lean file

```lean
import Mathlib

open Matrix

namespace RingOverlapParity

noncomputable section

/-- Overlap matrix of `N` normalised functions on a ring: nearest neighbours overlap by `s`,
all other pairs are orthogonal. -/
def ringOverlap (N : ℕ) (s : ℝ) : Matrix (ZMod N) (ZMod N) ℝ :=
  Matrix.of fun i j => if j = i then 1 else if j = i + 1 ∨ j = i - 1 then s else 0

/-- The alternating vector, with coefficients `1, -1, 1, -1, ...` along the ring. -/
def alternating (N : ℕ) : ZMod N → ℝ := fun i => (-1) ^ i.val

/-- The overlap matrix is symmetric. -/
theorem ringOverlap_isHermitian (N : ℕ) (s : ℝ) : (ringOverlap N s).IsHermitian := by
  refine Matrix.IsHermitian.ext fun i j => ?_
  have hc : (i = j + 1 ∨ i = j - 1) ↔ (j = i + 1 ∨ j = i - 1) := by
    constructor
    · rintro (h | h)
      · right; rw [h]; ring
      · left; rw [h]; ring
    · rintro (h | h)
      · right; rw [h]; ring
      · left; rw [h]; ring
  rw [star_trivial]
  by_cases hij : i = j
  · rw [hij]
  · have hji : ¬ j = i := fun h => hij h.symm
    simp only [ringOverlap, Matrix.of_apply]
    rw [if_neg hij, if_neg hji]
    by_cases h : j = i + 1 ∨ j = i - 1
    · rw [if_pos h, if_pos (hc.2 h)]
    · rw [if_neg h, if_neg (fun h' => h (hc.1 h'))]

variable {N : ℕ} [NeZero N]

/-- On a ring of at least three functions, the overlap matrix adds to each coefficient
`s` times the sum of the coefficients of its two neighbours. -/
theorem ringOverlap_mulVec (hN : 3 ≤ N) (s : ℝ) (x : ZMod N → ℝ) (i : ZMod N) :
    (ringOverlap N s *ᵥ x) i = x i + s * (x (i + 1) + x (i - 1)) := by
  -- the site and its two neighbours are three different sites
  have h2 : (2 : ZMod N) ≠ 0 := by
    intro h
    have h' : ((2 : ℕ) : ZMod N) = 0 := by exact_mod_cast h
    have hd := (CharP.cast_eq_zero_iff (ZMod N) N 2).1 h'
    have := Nat.le_of_dvd (by norm_num) hd
    omega
  have h1 : (1 : ZMod N) ≠ 0 := fun h => h2 (by linear_combination 2 * h)
  have a : i ≠ i + 1 := fun h => h1 (by linear_combination (-1) * h)
  have b : i ≠ i - 1 := fun h => h1 (by linear_combination h)
  have c : i + 1 ≠ i - 1 := fun h => h2 (by linear_combination h)
  have key : ∀ j, ringOverlap N s i j * x j = (if j = i then x j else 0) +
      s * ((if j = i + 1 then x j else 0) + (if j = i - 1 then x j else 0)) := by
    intro j
    simp only [ringOverlap, Matrix.of_apply]
    by_cases e0 : j = i
    · rw [e0, if_pos rfl, if_pos rfl, if_neg a, if_neg b]; ring
    · rw [if_neg e0, if_neg e0]
      by_cases e1 : j = i + 1
      · rw [if_pos (Or.inl e1), if_pos e1, if_neg (fun h => c (e1.symm.trans h))]; ring
      · by_cases e2 : j = i - 1
        · rw [if_pos (Or.inr e2), if_neg e1, if_pos e2]; ring
        · rw [if_neg (not_or.2 ⟨e1, e2⟩), if_neg e1, if_neg e2]; ring
  change ∑ j, ringOverlap N s i j * x j = _
  rw [Finset.sum_congr rfl (fun j _ => key j)]
  simp only [Finset.sum_add_distrib, ← Finset.mul_sum, Finset.sum_ite_eq',
    Finset.mem_univ, if_true]

/-- On a ring of at least three functions, the squared norm of a linear combination, split into a
sum over sites and a sum over neighbouring pairs. -/
theorem squaredNorm_eq (hN : 3 ≤ N) (s : ℝ) (x : ZMod N → ℝ) :
    x ⬝ᵥ (ringOverlap N s *ᵥ x) =
      (1 - 2 * s) * ∑ i, x i ^ 2 + s * ∑ i, (x i + x (i + 1)) ^ 2 := by
  -- sums over the ring do not change when every site is shifted by one
  have h1 : ∑ i, x (i + 1) ^ 2 = ∑ i, x i ^ 2 :=
    Equiv.sum_comp (Equiv.addRight (1 : ZMod N)) (fun i => x i ^ 2)
  have h2 : ∑ i, x (i + 1) * x i = ∑ i, x i * x (i - 1) := by
    have h := Equiv.sum_comp (Equiv.addRight (1 : ZMod N)) (fun i => x i * x (i - 1))
    simpa using h
  have e1 : x ⬝ᵥ (ringOverlap N s *ᵥ x) =
      ∑ i, x i ^ 2 + s * (∑ i, x (i + 1) * x i + ∑ i, x i * x (i - 1)) := by
    simp only [dotProduct, ringOverlap_mulVec hN, Finset.mul_sum, ← Finset.sum_add_distrib]
    exact Finset.sum_congr rfl (fun i _ => by ring)
  have e2 : ∑ i, (x i + x (i + 1)) ^ 2 =
      ∑ i, x i ^ 2 + ∑ i, x (i + 1) ^ 2 + 2 * ∑ i, x (i + 1) * x i := by
    simp only [Finset.mul_sum, ← Finset.sum_add_distrib]
    exact Finset.sum_congr rfl (fun i _ => by ring)
  rw [e1, e2, h1, ← h2]
  ring

/-- If all neighbouring pair sums vanish, the coefficients are fixed by the one at the
origin and alternate in sign along the ring. -/
theorem alternates_of_pairs_zero {x : ZMod N → ℝ}
    (h : ∑ i, (x i + x (i + 1)) ^ 2 = 0) (n : ℕ) : x (n : ZMod N) = (-1) ^ n * x 0 := by
  rw [Finset.sum_eq_zero_iff_of_nonneg (fun i _ => sq_nonneg _)] at h
  induction n with
  | zero => simp
  | succ n ih =>
    have h' := (pow_eq_zero_iff two_ne_zero).1 (h (n : ZMod N) (Finset.mem_univ _))
    rw [Nat.cast_succ, pow_succ]
    linear_combination h' - ih

/-- For neighbour overlap `0 ≤ s < 1/2` the overlap matrix is positive definite, whatever
the parity of the ring. -/
theorem posDef_of_lt_half (hN : 3 ≤ N) {s : ℝ} (h0 : 0 ≤ s) (hs : s < 1 / 2) :
    (ringOverlap N s).PosDef := by
  refine Matrix.posDef_iff_dotProduct_mulVec.2 ⟨ringOverlap_isHermitian N s, fun x hx => ?_⟩
  rw [star_trivial, squaredNorm_eq hN]
  obtain ⟨i, hi⟩ := Function.ne_iff.1 hx
  have hi' : x i ≠ 0 := hi
  have hp : 0 < ∑ i, x i ^ 2 :=
    Finset.sum_pos' (fun i _ => sq_nonneg _) ⟨i, Finset.mem_univ i, by positivity⟩
  have hq : 0 ≤ ∑ i, (x i + x (i + 1)) ^ 2 := Finset.sum_nonneg (fun i _ => sq_nonneg _)
  have := mul_pos (by linarith : 0 < 1 - 2 * s) hp
  have := mul_nonneg h0 hq
  linarith

/-- On an even ring of at least three functions, the alternating vector is an eigenvector of the
overlap matrix with eigenvalue `1 - 2 s`. -/
theorem ringOverlap_alternating (hN : 3 ≤ N) (hE : Even N) (s : ℝ) :
    ringOverlap N s *ᵥ alternating N = (1 - 2 * s) • alternating N := by
  -- on an even ring the sign pattern closes
  have hcast : ∀ n : ℕ, alternating N (n : ZMod N) = (-1) ^ n := by
    intro n
    have h : (-1 : ℝ) ^ n = (-1) ^ (n % N + N * (n / N)) := by rw [Nat.mod_add_div]
    rw [h, pow_add, pow_mul, hE.neg_one_pow, one_pow, mul_one, alternating, ZMod.val_natCast]
  have hstep : ∀ i, alternating N (i + 1) = -alternating N i := by
    intro i
    have h := hcast (i.val + 1)
    rw [Nat.cast_succ, ZMod.natCast_zmod_val, pow_succ] at h
    rw [h, alternating]
    ring
  funext i
  have h := hstep (i - 1)
  rw [sub_add_cancel] at h
  rw [ringOverlap_mulVec hN, hstep i, Pi.smul_apply, smul_eq_mul]
  linear_combination s * h

/-- For rings of at least three functions with neighbour overlap `1/2`, the overlap matrix of an odd
ring is positive definite; that of an even ring is singular, and its kernel is spanned by the
alternating vector. -/
theorem halfOverlap_parity (hN : 3 ≤ N) :
    (Odd N → (ringOverlap N (1 / 2)).PosDef) ∧
    (Even N → (ringOverlap N (1 / 2)).det = 0 ∧
      LinearMap.ker (ringOverlap N (1 / 2)).mulVecLin = Submodule.span ℝ {alternating N}) := by
  constructor
  · intro hO
    refine Matrix.posDef_iff_dotProduct_mulVec.2
      ⟨ringOverlap_isHermitian N _, fun x hx => ?_⟩
    rw [star_trivial, squaredNorm_eq hN]
    have hq : 0 ≤ ∑ i, (x i + x (i + 1)) ^ 2 := Finset.sum_nonneg (fun i _ => sq_nonneg _)
    rcases hq.eq_or_lt with h | h
    · -- one turn round an odd ring reverses the sign, so the vector vanishes
      exfalso
      have hx0 := alternates_of_pairs_zero h.symm N
      rw [CharP.cast_eq_zero, hO.neg_one_pow] at hx0
      have hz : x 0 = 0 := by linarith
      apply hx
      funext i
      have hi := alternates_of_pairs_zero h.symm i.val
      rw [ZMod.natCast_zmod_val, hz, mul_zero] at hi
      exact hi
    · linarith
  · intro hE
    have hker : ringOverlap N (1 / 2) *ᵥ alternating N = 0 := by
      rw [ringOverlap_alternating hN hE]
      norm_num
    constructor
    · refine Matrix.exists_mulVec_eq_zero_iff.1 ⟨alternating N, fun h => ?_, hker⟩
      have h0 := congrFun h 0
      simp [alternating] at h0
    · ext x
      rw [LinearMap.mem_ker, Matrix.mulVecLin_apply, Submodule.mem_span_singleton]
      constructor
      · intro h
        have q := squaredNorm_eq hN (1 / 2) x
        rw [h, dotProduct_zero] at q
        have z : ∑ i, (x i + x (i + 1)) ^ 2 = 0 := by linear_combination (-2) * q
        refine ⟨x 0, ?_⟩
        funext i
        have hi := alternates_of_pairs_zero z i.val
        rw [ZMod.natCast_zmod_val] at hi
        rw [hi, Pi.smul_apply, smul_eq_mul, alternating, mul_comm]
      · rintro ⟨c, rfl⟩
        rw [Matrix.mulVec_smul, hker, smul_zero]

end

end RingOverlapParity
```

```lean
#print axioms RingOverlapParity.posDef_of_lt_half
#print axioms RingOverlapParity.halfOverlap_parity
```

```
'RingOverlapParity.posDef_of_lt_half' depends on axioms: [propext, Classical.choice, Quot.sound]
'RingOverlapParity.halfOverlap_parity' depends on axioms: [propext, Classical.choice, Quot.sound]
```

### What the theorems say about the ring

The sites are the elements of `ZMod N`, the integers modulo $N$, so `i + 1` and `i - 1` are the neighbours with the ring closure built in. `ringOverlap N s` is the matrix $S$, and `alternating N` is the unnormalised vector $a$. Its exponent `i.val` is the representative of the site between $0$ and $N-1$. The notation `*ᵥ` is a matrix acting on a vector, and `⬝ᵥ` is the dot product.

The main theorem, `halfOverlap_parity`, assumes `3 ≤ N` and has two parts:

- If `N` is odd, `ringOverlap N (1 / 2)` satisfies `PosDef`: it is symmetric, and $x\cdot Sx>0$ for every nonzero real $x$.
- If `N` is even, its determinant is zero, and the kernel of the linear map `mulVecLin` that it defines equals `Submodule.span ℝ {alternating N}`, the real multiples of $a$.

Two further theorems, which also assume `3 ≤ N`, treat general $s$. `posDef_of_lt_half` gives positive definiteness for $0\le s<1/2$ and either parity, and `ringOverlap_alternating` gives the eigenvalue $1-2s$ on even rings for every real $s$.

The functions $\varphi_i$ do not occur in the file, which starts from their overlap matrix. The zeros in that matrix mean that functions beyond nearest neighbours are exactly orthogonal, and the single value $s$ means that all neighbouring pairs overlap equally. If small overlaps are merely neglected, the theorems describe the truncated matrix, and its singularity does not show that the functions themselves are linearly dependent. The odd case establishes positivity without a lower bound on the smallest eigenvalue, so it says nothing about how well conditioned $S$ is.

### How the proof follows the derivation

`ringOverlap_isHermitian` checks that $S$ is symmetric: $j$ is a neighbour of $i$ exactly when $i$ is a neighbour of $j$.

`ringOverlap_mulVec` is the formula for $(Sx)_i$. It first shows that $2\neq0$ in `ZMod N`, because a number $N\ge3$ does not divide $2$. It follows that the site and its two neighbours are three distinct sites. The step `key` then writes each product $S_{ij}x_j$ as three terms, each of which is nonzero for at most one $j$, and the sum over $j$ picks out $x_i$, $x_{i+1}$ and $x_{i-1}$.

`squaredNorm_eq` is the decomposition of the squared norm. The shift of the summation label is `Equiv.sum_comp` applied to `Equiv.addRight (1 : ZMod N)`, the map that moves every site by one. The equations `e1` and `e2` are the two expansions made by hand, and `ring` combines them.

`alternates_of_pairs_zero` follows the sign. A sum of squares that vanishes has only vanishing terms, and induction on the number of steps gives $x_n=(-1)^n x_0$. Here `n` is an ordinary natural number that is then read modulo $N$, so it may run past the end of the ring.

`posDef_of_lt_half` picks a site where $x$ is nonzero, which makes $\sum_i x_i^2$ positive, and adds the two terms of the decomposition.

`ringOverlap_alternating` has to show that the pattern closes. For even $N$, removing whole turns from $n$ does not change $(-1)^n$; this is `hcast`. From it, `hstep` derives $a_{i+1}=-a_i$ at every site, and the formula for $(Sx)_i$ finishes the calculation.

In the odd half of `halfOverlap_parity`, the sum over pairs is either zero or positive. If it is positive, so is the squared norm. If it is zero, `alternates_of_pairs_zero` with $n=N$ gives $x_0=-x_0$, hence $x=0$, against the assumption $x\ne0$. In the even half, `hker` is the eigenvalue equation at $s=1/2$. Together with $a_0=1$ it gives the zero determinant through `Matrix.exists_mulVec_eq_zero_iff`. The equality of kernel and span is proved in both directions: a null vector $x$ is $x_0$ times $a$, and every multiple of $a$ is a null vector.

### Two functions instead of three

Without the hypothesis $N\ge3$ the even case fails at $N=2$. The two neighbours of a site are then the same site, and the definition gives

$$S=\begin{pmatrix}1&\tfrac12\\ \tfrac12&1\end{pmatrix},\qquad \det S=\tfrac34 .$$

This matrix is positive definite although $N$ is even. The alternating vector $(1,-1)$ has eigenvalue $1/2$, not $0$, because each function feels its only neighbour once and not twice.

### Neighbour overlap −1/2

The same argument settles $s=-1/2$, a case that the file does not treat. The decomposition becomes

$$x\cdot Sx=\tfrac12\sum_i(x_i-x_{i+1})^2 ,$$

so a null vector keeps its value from site to site. A constant vector closes on every ring, and $S$ is singular for all $N\ge3$ of either parity, with kernel spanned by $(1,1,\dots,1)$.
